# A threefold rotation about (1,1,1) confines the anomalous Hall vector to that axis

If the Hall vector is transformed like a position vector, a symmetry analysis can forbid an anomalous Hall effect that is in fact allowed. Take the mirror that swaps x and y, combined with time reversal. The mirror leaves the position vector (1,1,1) alone and time reversal reverses the Hall response, so a Hall vector along (1,1,1) seems to be excluded. What is missing is the determinant of the mirror, −1, which cancels the sign from time reversal. The Hall vector is axial, as a spin is.

The example below is a texture of three spins that sum to zero. The two magnetic symmetries considered still allow a Hall vector along (1,1,1). They do not determine its size, which may be zero.

```lean
import Mathlib

open Matrix

namespace AnomalousHallVector

noncomputable section
```

## The Hall vector and its transformation

Vectors are real triples, with indices 0, 1, 2 for x, y, z. For a Hall vector v, let [v]× be the matrix that sends an electric field E to v × E. Its independent entries are

([v]×)₂₁ = v₀, ([v]×)₀₂ = v₁, ([v]×)₁₀ = v₂.

Here s = [v]× is the antisymmetric part of the conductivity σ, and j = sE is the Hall current. The z component of the Hall vector is therefore s₁₀ = (σ_yx − σ_xy)/2. If a code reports the full tensor, its symmetric part has to be removed in this way; if it reports the antisymmetric part of σ_xy, only the sign changes.

```lean
/-- The antisymmetric matrix `[v]×` built from a Hall vector `v`. -/
def crossMat (v : Fin 3 → ℝ) : Matrix (Fin 3) (Fin 3) ℝ :=
  !![0, -v 2, v 1; v 2, 0, -v 0; -v 1, v 0, 0]
```

A spatial operation R changes a conductivity s into R s Rᵀ. Time reversal reverses the antisymmetric part, by the Onsager relation; this enters as a factor τ = −1, with τ = 1 otherwise. The rule is put into the definition, not derived from a microscopic model.

```lean
/-- Action of a magnetic operation on the antisymmetric conductivity: `R` acts in space,
and `τ` is `1` without time reversal and `-1` with it. -/
def hallAct (τ : ℝ) (R s : Matrix (Fin 3) (Fin 3) ℝ) : Matrix (Fin 3) (Fin 3) ℝ :=
  τ • (R * s * Rᵀ)
```

A spin is axial and odd under time reversal, so it transforms as

v ↦ τ det(R) R v.

The same R acts on positions and spins, as is appropriate when spin–orbit coupling ties the spins to the lattice.

```lean
/-- Action of the same magnetic operation on a spin, an axial vector that is odd under
time reversal. -/
def axialAct (τ : ℝ) (R : Matrix (Fin 3) (Fin 3) ℝ) (v : Fin 3 → ℝ) : Fin 3 → ℝ :=
  (τ * R.det) • (R *ᵥ v)
```

The threefold rotation C sends (x, y, z) to (z, x, y).

```lean
/-- The cyclic permutation of the axes, `(x, y, z) ↦ (z, x, y)`. -/
def threefold : Matrix (Fin 3) (Fin 3) ℝ := !![0, 0, 1; 1, 0, 0; 0, 1, 0]
```

The mirror M swaps x and y.

```lean
/-- The mirror that swaps `x` and `y`. -/
def mirror : Matrix (Fin 3) (Fin 3) ℝ := !![0, 1, 0; 1, 0, 0; 0, 0, 1]
```

The three magnetic sites are face centres of a cubic cell, in units of half the lattice constant.

```lean
/-- Positions of the three magnetic sites, in units of half the lattice constant. -/
def site : Fin 3 → Fin 3 → ℝ := ![![0, 1, 1], ![1, 0, 1], ![1, 1, 0]]
```

The spins are given up to a common length. Divided by √6 they are unit vectors, for instance (2,−1,−1)/√6, and any two of them enclose 120°.

```lean
/-- The spins on the three sites, up to a common length. -/
def spin : Fin 3 → Fin 3 → ℝ := ![![2, -1, -1], ![-1, 2, -1], ![-1, -1, 2]]
```

The matrix does represent the cross product, as writing out the three components of [v]×E shows.

```lean
/-- The Hall current in a field `E` is the cross product of the Hall vector with `E`. -/
theorem crossMat_mulVec (v E : Fin 3 → ℝ) : crossMat v *ᵥ E = v ⨯₃ E := by
  ext i
  fin_cases i <;>
    simp [crossMat, cross_apply, Matrix.mulVec, dotProduct, Fin.sum_univ_three] <;> ring
```

## From cofactors to an axial vector

Let r₀, r₁, r₂ be the rows of R. Then

(R [v]× Rᵀ)ᵢⱼ = rᵢ · (v × rⱼ) = v · (rⱼ × rᵢ).

This is antisymmetric in i and j. Its entries 21, 02 and 10 are v · (r₁ × r₂), v · (r₂ × r₀) and v · (r₀ × r₁). These cross products are the rows of the cofactor matrix adj(R)ᵀ, so for every R

R [v]× Rᵀ = [adj(R)ᵀ v]×.

The Lean proof expands all nine entries and compares polynomials.

```lean
/-- Under any linear map `R` of space, `R [v]× Rᵀ` is the cross-product matrix of the
cofactor matrix of `R` applied to `v`. -/
theorem cofactor_crossMat (R : Matrix (Fin 3) (Fin 3) ℝ) (v : Fin 3 → ℝ) :
    R * crossMat v * Rᵀ = crossMat (R.adjugateᵀ *ᵥ v) := by
  ext i j
  fin_cases i <;> fin_cases j <;>
    simp [crossMat, Matrix.adjugate_fin_three, Matrix.mul_apply, Matrix.mulVec,
      dotProduct, Fin.sum_univ_three] <;> ring
```

For orthogonal R, the hypothesis `hR : R * Rᵀ = 1` gives

adj(R) = adj(R) R Rᵀ = det(R) Rᵀ.

Transposing and inserting this into the cofactor identity yields

R [v]× Rᵀ = [det(R) R v]×.

Rotations and reflections are both covered.

```lean
/-- For orthogonal `R`, proper or improper, `R [v]× Rᵀ = [det(R) R v]×`: the Hall vector
is an axial vector. -/
theorem rotate_crossMat {R : Matrix (Fin 3) (Fin 3) ℝ} (hR : R * Rᵀ = 1)
    (v : Fin 3 → ℝ) : R * crossMat v * Rᵀ = crossMat (R.det • (R *ᵥ v)) := by
  -- for an orthogonal matrix the adjugate is the transpose times the determinant
  have hadj : R.adjugate = R.det • Rᵀ := by
    calc R.adjugate = R.adjugate * (R * Rᵀ) := by rw [hR, mul_one]
      _ = R.det • Rᵀ := by
        rw [← mul_assoc, Matrix.adjugate_mul, Matrix.smul_mul, one_mul]
  rw [cofactor_crossMat, hadj, Matrix.transpose_smul, Matrix.transpose_transpose,
    Matrix.smul_mulVec]
```

Multiplying by τ shows that the conductivity [h]× becomes [τ det(R) R h]×. Two cross-product matrices are equal only if their vectors are, because the three components can be read off from the entries listed above. Invariance of the conductivity is thus the same condition as invariance of h under the spin rule. The theorem holds for any real τ; the physical values are ±1.

```lean
/-- A Hall conductivity is invariant under a magnetic operation with orthogonal `R` exactly
when its Hall vector is invariant under the action on spins. -/
theorem hall_invariant_iff {R : Matrix (Fin 3) (Fin 3) ℝ} (hR : R * Rᵀ = 1)
    (τ : ℝ) (h : Fin 3 → ℝ) :
    hallAct τ R (crossMat h) = crossMat h ↔ axialAct τ R h = h := by
  have key : hallAct τ R (crossMat h) = crossMat (axialAct τ R h) := by
    rw [hallAct, rotate_crossMat hR, axialAct]
    ext i j
    fin_cases i <;> fin_cases j <;> simp [crossMat, mul_assoc]
  rw [key]
  constructor
  · -- the Hall vector can be read off from three matrix entries
    intro e
    have e0 := congrFun (congrFun e 2) 1
    have e1 := congrFun (congrFun e 0) 2
    have e2 := congrFun (congrFun e 1) 0
    ext i
    fin_cases i
    · exact e0
    · exact e1
    · exact e2
  · intro e
    rw [e]
```

## What the threefold rotation leaves

Since det(C) = 1, the rotation acts on a Hall vector by

(h₀, h₁, h₂) ↦ (h₂, h₀, h₁).

```lean
/-- The threefold rotation carries the Hall vector `(a, b, c)` to `(c, a, b)`. -/
theorem axialAct_threefold (h : Fin 3 → ℝ) :
    axialAct 1 threefold h = ![h 2, h 0, h 1] := by
  ext i
  fin_cases i <;>
    simp [axialAct, threefold, Matrix.det_fin_three, dotProduct, Fin.sum_univ_three]
```

An antisymmetric s, expressed by `hs : sᵀ = -s`, equals [h]× with h = (s₂₁, s₀₂, s₁₀). Invariance under C requires h₂ = h₀, h₀ = h₁ and h₁ = h₂, hence

s = c [(1,1,1)]×

for some real c. Conversely, (c, c, c) is unchanged by C. The proof follows these steps: it extracts h, applies the equivalence above and compares components.

```lean
/-- An antisymmetric conductivity is invariant under the threefold rotation exactly when it
is a multiple of `[(1,1,1)]×`. -/
theorem threefold_hall_iff {s : Matrix (Fin 3) (Fin 3) ℝ} (hs : sᵀ = -s) :
    hallAct 1 threefold s = s ↔ ∃ c : ℝ, s = c • crossMat ![1, 1, 1] := by
  have hC : threefold * threefoldᵀ = 1 := by
    ext i j
    fin_cases i <;> fin_cases j <;>
      simp [threefold, Matrix.mul_apply, Fin.sum_univ_three]
  -- an antisymmetric matrix has a Hall vector
  obtain ⟨h, rfl⟩ : ∃ h, s = crossMat h := by
    have e : ∀ i j, s j i = -s i j := fun i j => congrFun (congrFun hs i) j
    refine ⟨![s 2 1, s 0 2, s 1 0], ?_⟩
    ext i j
    fin_cases i <;> fin_cases j <;> simp [crossMat] <;>
      linarith [e 0 0, e 1 1, e 2 2, e 0 1, e 0 2, e 1 2]
  rw [hall_invariant_iff hC, axialAct_threefold]
  constructor
  · -- invariance makes the three components equal
    intro hv
    have h0 : h 2 = h 0 := congrFun hv 0
    have h1 : h 0 = h 1 := congrFun hv 1
    refine ⟨h 0, ?_⟩
    ext i j
    fin_cases i <;> fin_cases j <;> simp [crossMat, h0, ← h1]
  · rintro ⟨c, hc⟩
    have a0 := congrFun (congrFun hc 2) 1
    have a1 := congrFun (congrFun hc 0) 2
    have a2 := congrFun (congrFun hc 1) 0
    simp [crossMat] at a0 a1 a2
    ext i
    fin_cases i <;> simp [a0, a1, a2]
```

## The mirror, with and without time reversal

For M combined with time reversal, τ det(M) = (−1)(−1) = 1, and M(1,1,1) = (1,1,1). Every conductivity left by C therefore survives, and next to C this second symmetry imposes no further restriction. In the proof, the forward direction uses only the invariance under C; the reverse direction checks the matrix entries for M.

```lean
/-- The antisymmetric conductivities invariant under both the threefold rotation and the
mirror combined with time reversal are exactly the multiples of `[(1,1,1)]×`. -/
theorem allowed_hall_iff {s : Matrix (Fin 3) (Fin 3) ℝ} (hs : sᵀ = -s) :
    (hallAct 1 threefold s = s ∧ hallAct (-1) mirror s = s) ↔
      ∃ c : ℝ, s = c • crossMat ![1, 1, 1] := by
  constructor
  · exact fun h => (threefold_hall_iff hs).1 h.1
  · rintro ⟨c, rfl⟩
    refine ⟨(threefold_hall_iff hs).2 ⟨c, rfl⟩, ?_⟩
    ext i j
    simp only [hallAct, Matrix.smul_apply, Matrix.mul_apply, Matrix.transpose_apply,
      Fin.sum_univ_three]
    fin_cases i <;> fin_cases j <;> simp [mirror, crossMat]
```

If M without time reversal is a symmetry in addition to C, the factor is det(M) = −1. Then c = −c, so c = 0 and the antisymmetric conductivity vanishes.

```lean
/-- If the mirror is a symmetry without time reversal, next to the threefold rotation, then
the antisymmetric conductivity vanishes. -/
theorem hall_eq_zero_of_pure_mirror {s : Matrix (Fin 3) (Fin 3) ℝ} (hs : sᵀ = -s)
    (hC : hallAct 1 threefold s = s) (hM : hallAct 1 mirror s = s) : s = 0 := by
  obtain ⟨c, rfl⟩ := (threefold_hall_iff hs).1 hC
  -- the mirror reverses the remaining component
  have e := congrFun (congrFun hM 1) 0
  simp only [hallAct, Matrix.smul_apply, Matrix.mul_apply, Matrix.transpose_apply,
    Fin.sum_univ_three] at e
  simp [mirror, crossMat] at e
  have hc : c = 0 := by linarith
  simp [hc]
```

## Three spins that cancel

Under C, site 0 goes to site 1, site 1 to site 2 and site 2 to site 0. Under M, sites 0 and 1 are exchanged and site 2 stays. The spins follow the same permutations, provided that M is combined with time reversal. For the sum,

(2,−1,−1) + (−1,2,−1) + (−1,−1,2) = (0,0,0).

The theorem verifies each image component by component. It treats these two operations on this texture and does not classify the full magnetic group.

```lean
/-- The threefold rotation, and the mirror combined with time reversal, each permute the
sites and their spins by one common permutation; the three spins sum to zero. -/
theorem spin_texture_symmetry :
    (∀ i, threefold *ᵥ site i = site (![1, 2, 0] i) ∧
      axialAct 1 threefold (spin i) = spin (![1, 2, 0] i)) ∧
    (∀ i, mirror *ᵥ site i = site (![1, 0, 2] i) ∧
      axialAct (-1) mirror (spin i) = spin (![1, 0, 2] i)) ∧
    ∑ i, spin i = 0 := by
  refine ⟨fun i => ⟨?_, ?_⟩, fun i => ⟨?_, ?_⟩, ?_⟩
  · ext j
    fin_cases i <;> fin_cases j <;>
      simp [threefold, site, Matrix.mulVec, dotProduct, Fin.sum_univ_three]
  · rw [axialAct_threefold]
    ext j
    fin_cases i <;> fin_cases j <;> simp [spin]
  · ext j
    fin_cases i <;> fin_cases j <;>
      simp [mirror, site, Matrix.mulVec, dotProduct, Fin.sum_univ_three]
  · ext j
    fin_cases i <;> fin_cases j <;>
      simp [axialAct, mirror, spin, Matrix.det_fin_three]
  · ext j
    fin_cases j <;> simp [spin, Fin.sum_univ_three] <;> norm_num

end

end AnomalousHallVector
```

```lean
#print axioms AnomalousHallVector.threefold_hall_iff
#print axioms AnomalousHallVector.allowed_hall_iff
#print axioms AnomalousHallVector.hall_eq_zero_of_pure_mirror
#print axioms AnomalousHallVector.spin_texture_symmetry
```

```
'AnomalousHallVector.threefold_hall_iff' depends on axioms: [propext, Classical.choice, Quot.sound]
'AnomalousHallVector.allowed_hall_iff' depends on axioms: [propext, Classical.choice, Quot.sound]
'AnomalousHallVector.hall_eq_zero_of_pure_mirror' depends on axioms: [propext, Classical.choice, Quot.sound]
'AnomalousHallVector.spin_texture_symmetry' depends on axioms: [propext, Classical.choice, Quot.sound]
```

## In a conductivity calculation

For a crystal that has these two symmetries, non-magnetic atoms included, the result gives an electronic-structure calculation a simple test: in Cartesian axes along the cube edges, the three components of the computed Hall vector should agree within numerical error.

Such relations can be enforced by averaging over the N operations g of the magnetic point group,

s ← (1/N) Σ τ_g R_g s R_gᵀ,

applied to the antisymmetric part. The matrices R_g must be Cartesian here; rotations supplied in lattice coordinates need converting first, since they are not orthogonal in general. For the group generated by C and by M with time reversal, the average replaces each component of h by the mean of the three.
